# For a unit vector with spins s, s+1, …, the weight outside spin s is at most (⟨S²⟩ − s(s+1))/(2(s+1))

**Q:** A calculation gives $\langle S^2\rangle = 1$ for a state that is meant to be a singlet. If I read the excess over zero as the fraction of wrong spin, I conclude that nothing of the singlet is left. Yet the up-down product state of two electrons in orthogonal orbitals has exactly this value, and it is half singlet. What does the excess tell me?

**A:** It gives an upper bound on the wrong-spin weight, once you divide by the right gap. Let $s \ge 0$ be the target spin, and let the unit vector be $\psi = \sum_{k=0}^{n}\varphi_k$, with mutually orthogonal $\varphi_k$ and, in units $\hbar = 1$,
$$S^2\varphi_k = (s+k)(s+k+1)\,\varphi_k .$$
The contaminant weight is $W = \sum_{k=0}^{n-1}\|\varphi_{k+1}\|^2$. The claim is
$$W \le \frac{\langle S^2\rangle - s(s+1)}{2(s+1)},$$
with equality exactly when every component of spin above $s+1$ vanishes. The denominator is the eigenvalue gap between spins $s$ and $s+1$. For a singlet target it is 2, so your excess of 1 allows at most half the weight to be wrong.

**Q:** Show me the derivation before any code.

**A:** Orthogonality leaves one term in the overlap, $\langle\psi,\varphi_k\rangle = \sum_j\langle\varphi_j,\varphi_k\rangle = \|\varphi_k\|^2$. Summing over $k$ gives $\sum_{k=0}^n\|\varphi_k\|^2 = \|\psi\|^2 = 1$. Applying $S^2$ first gives
$$\langle S^2\rangle = \sum_{k=0}^n (s+k)(s+k+1)\|\varphi_k\|^2 .$$
Now subtract $s(s+1)$ times the normalisation. The $\varphi_0$ term cancels, and since $(s+k+1)(s+k+2)-s(s+1) = (k+1)(2s+k+2)$,
$$\langle S^2\rangle - s(s+1) = \sum_{k=0}^{n-1}(k+1)(2s+k+2)\|\varphi_{k+1}\|^2 .$$
Finally, $(k+1)(2s+k+2) = 2(s+1) + k(2s+k+3)$, so
$$\langle S^2\rangle - s(s+1) = 2(s+1)W + \sum_{k=0}^{n-1}k(2s+k+3)\|\varphi_{k+1}\|^2 .$$
The last sum is nonnegative, which is the bound. Its coefficient is zero at $k=0$ and positive for $k\ge1$, so the sum vanishes exactly when $\varphi_2,\dots,\varphi_n$ do.

**Q:** In what space does the Lean version live?

**A:** In any complex inner product space `E`, of finite or infinite dimension.

```lean
import Mathlib

open Finset

namespace SpinContamination

noncomputable section

variable {E : Type*} [NormedAddCommGroup E] [InnerProductSpace ℂ E]
```

**Q:** And where is the spin? I expect to see electrons and angular momentum operators.

**A:** The general theorems use only the spectral information. `S2` is a linear map on `E`, and the predicate below records the sum, the eigenvalue equations and the orthogonality. Nothing constructs `S2` from one-electron spins; the eigenvalue equations are where the physics of total spin enters, as a hypothesis.

```lean
/-- The vector `ψ` is the sum of mutually orthogonal components `φ 0, ..., φ n`, where `φ k`
satisfies the eigenvalue equation of the total-spin operator `S2` for spin `s + k`. -/
structure IsSpinDecomposition (S2 : E →ₗ[ℂ] E) (s : ℝ) {n : ℕ}
    (φ : Fin (n + 1) → E) (ψ : E) : Prop where
  sum_eq : ∑ k, φ k = ψ
  eigen : ∀ k, S2 (φ k) =
    (((s + ((k : ℕ) : ℝ)) * (s + ((k : ℕ) : ℝ) + 1) : ℝ) : ℂ) • φ k
  orth : ∀ j k, j ≠ k → inner ℂ (φ j) (φ k) = 0
```

The type `Fin (n + 1)` holds the indices $0,\dots,n$, so the expansion is finite. Components may be zero, including `φ 0`. The number `s` is real, which covers integer and half-integer spins and more besides.

**Q:** My contaminated state might contain a spin below the target.

**A:** Then this predicate doesn't describe it. A triplet target with $M_S=0$ can be contaminated by a singlet, which lowers $\langle S^2\rangle$. The hypothesis suits a target with $s=|M_S|$, because a state with that $M_S$ contains no lower spin. In an electronic-structure calculation, the result turns $\langle S^2\rangle$ into a limit on contamination, provided that the state is a normalised wavefunction whose lowest possible spin is the target.

**Q:** Why does the expectation value take a real part?

**A:** The inner product is complex-valued in Lean, while an expectation value should be a real number. For a state with such a decomposition the imaginary part is zero, as the weighted sum above shows.

```lean
/-- The real part of the inner product of `ψ` with `S2 ψ`. For a unit vector `ψ` this is the
expectation value of the total-spin operator. -/
def spinSqExpectation (S2 : E →ₗ[ℂ] E) (ψ : E) : ℝ := (inner ℂ ψ (S2 ψ)).re
```

The weight is defined directly from the components. For `k : Fin n`, the index `k.succ` is $k+1$, so the sum skips `φ 0`.

```lean
/-- The total squared norm of all components except the lowest-spin one. -/
def contaminantWeight {n : ℕ} (φ : Fin (n + 1) → E) : ℝ := ∑ k : Fin n, ‖φ k.succ‖ ^ 2
```

**Q:** You assume orthogonality. For a Hermitian operator that should come for free.

**A:** It does, and the first theorem proves it for symmetric `S2` and $s\ge0$. Moving $S^2$ across the inner product gives the same overlap multiplied by two eigenvalues. If the overlap were nonzero, the eigenvalues would agree, so $(j-k)(2s+j+k+1)=0$. The second factor is positive, hence $j=k$, contrary to assumption.

```lean
variable {S2 : E →ₗ[ℂ] E} {s : ℝ} {n : ℕ} {φ : Fin (n + 1) → E} {ψ : E}

/-- For a symmetric total-spin operator, components of spins `s, s + 1, ...` with `s ≥ 0`
are automatically orthogonal, so they form a spin decomposition of their sum. -/
theorem isSpinDecomposition_of_isSymmetric (hS : S2.IsSymmetric) (hs : 0 ≤ s)
    (he : ∀ k, S2 (φ k) =
      (((s + ((k : ℕ) : ℝ)) * (s + ((k : ℕ) : ℝ) + 1) : ℝ) : ℂ) • φ k) :
    IsSpinDecomposition S2 s φ (∑ k, φ k) := by
  refine ⟨rfl, he, fun j k hjk => ?_⟩
  by_contra hI
  have h := hS (φ j) (φ k)
  rw [he j, he k, inner_smul_left, inner_smul_right, Complex.conj_ofReal] at h
  -- a nonzero overlap would force the two eigenvalues to coincide
  have h2 := Complex.ofReal_injective (mul_right_cancel₀ hI h)
  have h3 : (((j : ℕ) : ℝ) - ((k : ℕ) : ℝ)) *
      (2 * s + ((j : ℕ) : ℝ) + ((k : ℕ) : ℝ) + 1) = 0 := by
    linear_combination h2
  have hpos : 0 < 2 * s + ((j : ℕ) : ℝ) + ((k : ℕ) : ℝ) + 1 := by positivity
  rcases mul_eq_zero.mp h3 with h4 | h4
  · exact hjk (Fin.ext (by exact_mod_cast sub_eq_zero.mp h4))
  · exact hpos.ne' h4
```

**Q:** Now match the proof to your derivation.

**A:** The overlap identity comes first. `Finset.sum_eq_single k` keeps the one surviving term, and `h.orth` removes the others.

```lean
/-- The overlap of the state with one of its spin components is the squared norm of that
component. -/
theorem inner_component (h : IsSpinDecomposition S2 s φ ψ) (k : Fin (n + 1)) :
    inner ℂ ψ (φ k) = ((‖φ k‖ ^ 2 : ℝ) : ℂ) := by
  rw [← h.sum_eq, sum_inner, Finset.sum_eq_single k]
  · rw [inner_self_eq_norm_sq_to_K]
    push_cast
    rfl
  · intro j _ hj
    exact h.orth j k hj
  · intro hk
    exact absurd (Finset.mem_univ k) hk
```

Summing these overlaps gives the squared norm of the state.

```lean
/-- The squared norm of the state is the sum of the weights of its spin components. -/
theorem norm_sq_eq_sum (h : IsSpinDecomposition S2 s φ ψ) :
    ‖ψ‖ ^ 2 = ∑ k, ‖φ k‖ ^ 2 := by
  have e : inner ℂ ψ (∑ k, φ k) = ((∑ k, ‖φ k‖ ^ 2 : ℝ) : ℂ) := by
    rw [inner_sum, Complex.ofReal_sum]
    exact Finset.sum_congr rfl fun k _ => inner_component h k
  rw [h.sum_eq] at e
  have e2 : (inner ℂ ψ ψ).re = ‖ψ‖ ^ 2 := inner_self_eq_norm_sq (𝕜 := ℂ) ψ
  rw [← e2, e, Complex.ofReal_re]
```

**Q:** Is `contaminantWeight` really the part of the state outside spin $s$, or just a sum with a suggestive name?

**A:** It equals $\|\psi-\varphi_0\|^2$, the squared norm of what remains after the spin-$s$ component is removed. The proof expands that square and inserts $\langle\psi,\varphi_0\rangle=\|\varphi_0\|^2$.

```lean
/-- The contaminant weight is the squared distance between the state and its spin-`s`
component. -/
theorem contaminantWeight_eq_norm_sub_sq (h : IsSpinDecomposition S2 s φ ψ) :
    contaminantWeight φ = ‖ψ - φ 0‖ ^ 2 := by
  have hr : RCLike.re (inner ℂ ψ (φ 0)) = ‖φ 0‖ ^ 2 := by
    rw [inner_component h]
    exact Complex.ofReal_re _
  have h1 := norm_sub_sq (𝕜 := ℂ) ψ (φ 0)
  rw [hr, norm_sq_eq_sum h, Fin.sum_univ_succ] at h1
  unfold contaminantWeight
  linarith
```

The next theorem is the formula for the excess. Inside it, `hE` is the weighted sum for $\langle S^2\rangle$, and `h2` splits each eigenvalue above the lowest into $s(s+1)$ and its gap. The closing `linear_combination` uses the normalisation `h1` to cancel the reference value.

```lean
/-- For a unit vector, the excess of the total-spin expectation value over `s (s + 1)` is the
sum of the contaminant weights, each multiplied by its eigenvalue gap to spin `s`. -/
theorem spin_excess_eq (h : IsSpinDecomposition S2 s φ ψ) (hψ : ‖ψ‖ = 1) :
    spinSqExpectation S2 ψ - s * (s + 1) =
      ∑ k : Fin n, (((k : ℕ) : ℝ) + 1) * (2 * s + ((k : ℕ) : ℝ) + 2) * ‖φ k.succ‖ ^ 2 := by
  have hE : spinSqExpectation S2 ψ =
      ∑ k : Fin (n + 1),
        (s + ((k : ℕ) : ℝ)) * (s + ((k : ℕ) : ℝ) + 1) * ‖φ k‖ ^ 2 := by
    have hS : S2 ψ = ∑ k : Fin (n + 1),
        (((s + ((k : ℕ) : ℝ)) * (s + ((k : ℕ) : ℝ) + 1) : ℝ) : ℂ) • φ k := by
      rw [← h.sum_eq, map_sum]
      exact Finset.sum_congr rfl fun k _ => h.eigen k
    unfold spinSqExpectation
    rw [hS, inner_sum, Complex.re_sum]
    refine Finset.sum_congr rfl fun k _ => ?_
    rw [inner_smul_right, inner_component h k, ← Complex.ofReal_mul, Complex.ofReal_re]
  have h1 := norm_sq_eq_sum h
  rw [hψ, Fin.sum_univ_succ] at h1
  -- split every eigenvalue above the lowest into the reference value and the gap
  have h2 : ∑ k : Fin n, (s + ((k.succ : ℕ) : ℝ)) * (s + ((k.succ : ℕ) : ℝ) + 1)
        * ‖φ k.succ‖ ^ 2 =
      ∑ k : Fin n, (((k : ℕ) : ℝ) + 1) * (2 * s + ((k : ℕ) : ℝ) + 2) * ‖φ k.succ‖ ^ 2
        + s * (s + 1) * ∑ k : Fin n, ‖φ k.succ‖ ^ 2 := by
    rw [Finset.mul_sum, ← Finset.sum_add_distrib]
    refine Finset.sum_congr rfl fun k _ => ?_
    rw [Fin.val_succ]
    push_cast
    ring
  rw [hE, Fin.sum_univ_succ, h2]
  simp only [Fin.val_zero, Nat.cast_zero]
  linear_combination (-(s * (s + 1))) * h1
```

**Q:** Then the main theorem should be short. Does it contain the equality case in both directions?

**A:** Yes. Its hypotheses are the decomposition, `‖ψ‖ = 1` and `0 ≤ s`. Its conclusion joins the inequality to an equivalence: equality holds if and only if `φ k = 0` for every index with `1 < (k : ℕ)`. For $n=0$ or $n=1$ there are no such indices, so equality always holds.

```lean
/-- For a unit vector with a decomposition into spins `s, s + 1, ...`, where `s ≥ 0`, the weight
outside spin `s` is at most the spin excess divided by `2 (s + 1)`, with equality exactly when all
components of spin above `s + 1` vanish. -/
theorem contaminantWeight_le (h : IsSpinDecomposition S2 s φ ψ) (hψ : ‖ψ‖ = 1)
    (hs : 0 ≤ s) :
    contaminantWeight φ ≤ (spinSqExpectation S2 ψ - s * (s + 1)) / (2 * (s + 1)) ∧
    (contaminantWeight φ = (spinSqExpectation S2 ψ - s * (s + 1)) / (2 * (s + 1)) ↔
      ∀ k : Fin (n + 1), 1 < (k : ℕ) → φ k = 0) := by
  have hc : 0 < 2 * (s + 1) := by positivity
  -- the slack in the bound is a sum of nonnegative terms
  have key : spinSqExpectation S2 ψ - s * (s + 1) = contaminantWeight φ * (2 * (s + 1)) +
      ∑ k : Fin n, ((k : ℕ) : ℝ) * (2 * s + ((k : ℕ) : ℝ) + 3) * ‖φ k.succ‖ ^ 2 := by
    rw [spin_excess_eq h hψ, contaminantWeight, Finset.sum_mul, ← Finset.sum_add_distrib]
    refine Finset.sum_congr rfl fun k _ => ?_
    ring
  have hnn : ∀ k ∈ (Finset.univ : Finset (Fin n)),
      0 ≤ ((k : ℕ) : ℝ) * (2 * s + ((k : ℕ) : ℝ) + 3) * ‖φ k.succ‖ ^ 2 := by
    intro k _
    positivity
  have hsum := Finset.sum_nonneg hnn
  refine ⟨by rw [le_div_iff₀ hc]; linarith, ?_⟩
  rw [eq_div_iff hc.ne']
  constructor
  · intro heq k
    have hall := (Finset.sum_eq_zero_iff_of_nonneg hnn).mp (by linarith)
    induction k using Fin.cases with
    | zero => intro hk; simp at hk
    | succ j =>
      intro hk
      rw [Fin.val_succ] at hk
      have hj : (0 : ℝ) < ((j : ℕ) : ℝ) := by
        exact_mod_cast (by omega : 0 < (j : ℕ))
      have hpos : 0 < ((j : ℕ) : ℝ) * (2 * s + ((j : ℕ) : ℝ) + 3) := by positivity
      rcases mul_eq_zero.mp (hall j (Finset.mem_univ j)) with h0 | h0
      · exact absurd h0 hpos.ne'
      · exact norm_eq_zero.mp ((pow_eq_zero_iff two_ne_zero).mp h0)
  · intro hz
    have h0 := (Finset.sum_eq_zero_iff_of_nonneg hnn).mpr (by
      intro j _
      by_cases hj : (j : ℕ) = 0
      · rw [hj]; simp
      · rw [hz j.succ (by rw [Fin.val_succ]; omega)]; simp)
    linarith
```

The statement `key` is the last displayed identity of the derivation, and `hnn` says that each term of its remainder is nonnegative. Dividing by the positive number $2(s+1)$ gives the bound. If equality holds, the remainder is zero, so each of its terms is zero; for $j\ge1$ the coefficient is positive, which forces `φ j.succ` to vanish. Conversely, if the higher components vanish, every term of the remainder is zero, either through its coefficient or through its norm.

**Q:** An upper bound alone could be very loose. Does a large excess force a large contamination?

**A:** A positive excess forces some contamination, and the amount can be bounded from below when the highest spin is known. If the expansion stops at $s+n$, then $k+1\le n$ in every term, so each gap is at most $n(2s+n+1)$ and
$$\langle S^2\rangle-s(s+1)\le n(2s+n+1)\,W .$$
For $n\ge1$, dividing by the prefactor gives a lower bound on $W$. The Lean proof compares the two sums term by term, assuming $s\ge0$ as in the main theorem.

```lean
/-- If the highest spin in the expansion is `s + n`, the spin excess of a unit vector is at most
`n (2 s + n + 1)` times the contaminant weight. -/
theorem spin_excess_le (h : IsSpinDecomposition S2 s φ ψ) (hψ : ‖ψ‖ = 1) (hs : 0 ≤ s) :
    spinSqExpectation S2 ψ - s * (s + 1) ≤
      (n : ℝ) * (2 * s + n + 1) * contaminantWeight φ := by
  rw [spin_excess_eq h hψ, contaminantWeight, Finset.mul_sum]
  refine Finset.sum_le_sum fun k _ => ?_
  have hk : ((k : ℕ) : ℝ) + 1 ≤ (n : ℝ) := by exact_mod_cast k.isLt
  exact mul_le_mul_of_nonneg_right
    (mul_le_mul hk (by linarith) (by positivity) (by positivity)) (sq_nonneg _)
```

**Q:** I would still like to see one actual spin system satisfy these hypotheses.

**A:** Take the two electrons you began with. In the basis of up-down and down-up product states, with the phase convention that makes their symmetric combination the triplet, $S^2$ has the matrix $\begin{pmatrix}1&1\\1&1\end{pmatrix}$. Its eigenvalues are 0 and 2, as they should be for spins 0 and 1. The file enters this action directly.

```lean
/-- The total-spin operator of two electrons in distinct orbitals, on the space spanned by the
up-down and down-up product states. -/
def twoSpinSq : EuclideanSpace ℂ (Fin 2) →ₗ[ℂ] EuclideanSpace ℂ (Fin 2) where
  toFun x := !₂[x 0 + x 1, x 0 + x 1]
  map_add' x y := by
    ext i
    fin_cases i <;> simp <;> ring
  map_smul' c x := by
    ext i
    fin_cases i <;> simp <;> ring
```

The up-down state is $(1,0)$. Its components are $(1/2,-1/2)$ and $(1/2,1/2)$, each of squared norm $1/2$; the corresponding normalised states are $(1,-1)/\sqrt2$ and $(1,1)/\sqrt2$. The theorem below verifies the decomposition with $s=0$ and $n=1$, together with the unit norm, by computing coordinates.

**Q:** So what happens to my value $\langle S^2\rangle=1$?

**A:** The bound gives $W\le1/2$. For the up-down state the triplet component has weight exactly $1/2$, which is the equality case, since no spin above 1 is present. A state of more electrons with the same value can also contain higher spins, and then $W$ is below $1/2$.

```lean
/-- The up-down product state of two electrons is a unit vector and splits into a spin-0 and a
spin-1 component, with amplitudes `(1/2, -1/2)` and `(1/2, 1/2)`. -/
theorem isSpinDecomposition_witness :
    IsSpinDecomposition (n := 1) twoSpinSq 0
      ![!₂[(1 / 2 : ℂ), -1 / 2], !₂[(1 / 2 : ℂ), 1 / 2]] !₂[(1 : ℂ), 0] ∧
    ‖(!₂[(1 : ℂ), 0] : EuclideanSpace ℂ (Fin 2))‖ = 1 := by
  refine ⟨⟨?_, ?_, ?_⟩, ?_⟩
  · ext i
    fin_cases i <;> simp [Fin.sum_univ_succ] <;> norm_num
  · intro k
    ext i
    fin_cases k <;> fin_cases i <;> simp [twoSpinSq] <;> norm_num
  · intro j k hjk
    have h2 : (starRingEnd ℂ) 2 = 2 := by
      apply Complex.ext <;> simp
    fin_cases j <;> fin_cases k <;>
      first
        | exact absurd rfl hjk
        | (simp [PiLp.inner_apply, Fin.sum_univ_succ, h2]; norm_num [h2])
  · simp [EuclideanSpace.norm_eq, Fin.sum_univ_succ]

end

end SpinContamination
```

```lean
#print axioms SpinContamination.isSpinDecomposition_of_isSymmetric
#print axioms SpinContamination.contaminantWeight_eq_norm_sub_sq
#print axioms SpinContamination.contaminantWeight_le
#print axioms SpinContamination.spin_excess_le
```

```
'SpinContamination.isSpinDecomposition_of_isSymmetric' depends on axioms: [propext, Classical.choice, Quot.sound]
'SpinContamination.contaminantWeight_eq_norm_sub_sq' depends on axioms: [propext, Classical.choice, Quot.sound]
'SpinContamination.contaminantWeight_le' depends on axioms: [propext, Classical.choice, Quot.sound]
'SpinContamination.spin_excess_le' depends on axioms: [propext, Classical.choice, Quot.sound]
```
